# The spin-summed squared overlap of normalised positive-energy Dirac spinors of a free massive particle equals 2 only at equal momenta

In an unpolarised uniform electron gas, Coulomb exchange couples each pair of occupied momenta $k$ and $q$ with a weight: the squared overlap of their normalised spinors, summed over both spins at each momentum. Nonrelativistic spinors do not depend on momentum, so this weight is $\sum_{s,t}\delta_{st}=2$ for every pair. A Dirac spinor has lower components that change with momentum. For free electrons of mass $m>0$, how does the weight change?

```lean
import Mathlib

open Matrix

namespace DiracGasOverlap

noncomputable section
```

This loads the mathematics library Mathlib and its matrix notation: `⬝ᵥ` is the dot product and `*ᵥ` applies a matrix to a vector.

## The free Dirac model

```lean
/-- The Dirac matrix `α₁` in the standard representation. -/
def alphaX : Matrix (Fin 4) (Fin 4) ℂ :=
  !![0, 0, 0, 1; 0, 0, 1, 0; 0, 1, 0, 0; 1, 0, 0, 0]
```

The $4\times4$ complex matrix $\alpha_x$ has the Pauli matrix $\sigma_x$ in both off-diagonal $2\times2$ blocks.

```lean
/-- The Dirac matrix `α₂` in the standard representation. -/
def alphaY : Matrix (Fin 4) (Fin 4) ℂ :=
  !![0, 0, 0, -Complex.I; 0, 0, Complex.I, 0; 0, -Complex.I, 0, 0; Complex.I, 0, 0, 0]
```

Likewise $\alpha_y$ contains $\sigma_y$; `Complex.I` is the imaginary unit.

```lean
/-- The Dirac matrix `α₃` in the standard representation. -/
def alphaZ : Matrix (Fin 4) (Fin 4) ℂ :=
  !![0, 0, 1, 0; 0, 0, 0, -1; 1, 0, 0, 0; 0, -1, 0, 0]
```

And $\alpha_z$ contains $\sigma_z$.

```lean
/-- The Dirac matrix `β` in the standard representation. -/
def beta : Matrix (Fin 4) (Fin 4) ℂ :=
  !![1, 0, 0, 0; 0, 1, 0, 0; 0, 0, -1, 0; 0, 0, 0, -1]
```

The matrix $\beta$ is $+1$ on the upper two components and $-1$ on the lower two.

```lean
/-- The free Dirac Hamiltonian `H(k) = α·k + β m`, in units with `ħ = c = 1`. -/
def hamiltonian (m : ℝ) (k : Fin 3 → ℝ) : Matrix (Fin 4) (Fin 4) ℂ :=
  (k 0 : ℂ) • alphaX + (k 1 : ℂ) • alphaY + (k 2 : ℂ) • alphaZ + (m : ℂ) • beta
```

This is $H(k)=\alpha\cdot k+\beta m$ with $\hbar=c=1$. The type `Fin 3 → ℝ` is a real three-vector whose components $k_0,k_1,k_2$ lie along $x,y,z$; Lean counts from zero.

```lean
/-- The relativistic energy `E = √(k·k + m²)`. -/
def energy (m : ℝ) (k : Fin 3 → ℝ) : ℝ := √(k ⬝ᵥ k + m ^ 2)
```

The energy is $E_k=\sqrt{k\cdot k+m^2}$. The comments in the code write $E$ and $E'$ for $E_k$ and $E_q$.

```lean
/-- The positive-energy projector `Λ(k) = (1 + H(k)/E)/2`, meant for `E ≠ 0`. -/
def projector (m : ℝ) (k : Fin 3 → ℝ) : Matrix (Fin 4) (Fin 4) ℂ :=
  (1 / 2 : ℂ) • (1 + (energy m k : ℂ)⁻¹ • hamiltonian m k)
```

This is $\Lambda(k)=\tfrac12(1+H(k)/E_k)$. Since $H(k)^2=E_k^2$ and $\operatorname{tr}H(k)=0$, it is for $E_k\neq0$ a Hermitian projector of trace two, a textbook fact that the file uses for the name but does not state as a theorem.

```lean
/-- The spin-summed overlap of the momenta `k` and `q`: the real part of `tr Λ(k)Λ(q)`,
meant for nonzero energies. -/
def overlap (m : ℝ) (k q : Fin 3 → ℝ) : ℝ := (projector m k * projector m q).trace.re
```

The overlap is defined as the real part of $\operatorname{tr}\Lambda(k)\Lambda(q)$. The final theorem shows that the trace is real, so nothing is lost.

```lean
/-- The two unnormalised free spinors `((E + m)χ, (σ·k)χ)`, with `χ` spin up or spin down. -/
def spinor (m : ℝ) (k : Fin 3 → ℝ) : Fin 2 → Fin 4 → ℂ :=
  ![![(energy m k : ℂ) + m, 0, k 2, k 0 + k 1 * Complex.I],
    ![0, (energy m k : ℂ) + m, k 0 - k 1 * Complex.I, -k 2]]
```

For spin up and spin down $\chi_s$, with $s=0,1$, the unnormalised spinor is $u_s(k)=((E_k+m)\chi_s,\ (\sigma\cdot k)\chi_s)$.

## Energies and spinors

```lean
/-- The Dirac Hamiltonian written out as a 4×4 matrix. -/
theorem hamiltonian_eq (m : ℝ) (k : Fin 3 → ℝ) : hamiltonian m k =
    !![(m : ℂ), 0, k 2, k 0 - k 1 * Complex.I;
       0, m, k 0 + k 1 * Complex.I, -k 2;
       k 2, k 0 - k 1 * Complex.I, -m, 0;
       k 0 + k 1 * Complex.I, -k 2, 0, -m] := by
  ext i j
  fin_cases i <;> fin_cases j <;>
    simp [hamiltonian, alphaX, alphaY, alphaZ, beta] <;> ring
```

Adding the four matrices gives $H(k)$ entry by entry. Lean checks all sixteen entries.

```lean
/-- The relativistic dispersion relation `E² = k₀² + k₁² + k₂² + m²`. -/
theorem energy_sq (m : ℝ) (k : Fin 3 → ℝ) :
    energy m k ^ 2 = k 0 ^ 2 + k 1 ^ 2 + k 2 ^ 2 + m ^ 2 := by
  have h : k ⬝ᵥ k + m ^ 2 = k 0 ^ 2 + k 1 ^ 2 + k 2 ^ 2 + m ^ 2 := by
    simp only [dotProduct, Fin.sum_univ_three]
    ring
  rw [energy, h, Real.sq_sqrt (by positivity)]
```

Squaring the root gives $E_k^2=k_0^2+k_1^2+k_2^2+m^2$, because the radicand is not negative.

```lean
/-- For positive mass the energy is positive. -/
theorem energy_pos {m : ℝ} (hm : 0 < m) (k : Fin 3 → ℝ) : 0 < energy m k := by
  have h0 : 0 ≤ energy m k := Real.sqrt_nonneg _
  have h1 : 0 < energy m k ^ 2 := by
    rw [energy_sq]
    positivity
  exact lt_of_le_of_ne h0 (fun h => by rw [← h] at h1; norm_num at h1)
```

If $m>0$, then $E_k^2\ge m^2>0$. A root is never negative, so $E_k>0$.

```lean
/-- Both free spinors satisfy `H(k)u = E u`, and they are orthogonal with squared norm `2E(E + m)`.
-/
theorem spinor_spec (m : ℝ) (k : Fin 3 → ℝ) (s t : Fin 2) :
    hamiltonian m k *ᵥ spinor m k s = (energy m k : ℂ) • spinor m k s ∧
    star (spinor m k s) ⬝ᵥ spinor m k t =
      if s = t then 2 * (energy m k : ℂ) * (energy m k + m) else 0 := by
  have hE : (energy m k : ℂ) ^ 2 = k 0 ^ 2 + k 1 ^ 2 + k 2 ^ 2 + m ^ 2 := by
    exact_mod_cast energy_sq m k
  constructor
  · rw [hamiltonian_eq]
    ext i
    fin_cases s <;> fin_cases i <;>
      simp [spinor, Matrix.mulVec, dotProduct, Fin.sum_univ_four]
    all_goals first
      | linear_combination -hE - (k 1 : ℂ) ^ 2 * Complex.I_sq
      | ring
  · fin_cases s <;> fin_cases t <;> simp [spinor, dotProduct, Fin.sum_univ_four]
    all_goals first
      | linear_combination -hE - (k 1 : ℂ) ^ 2 * Complex.I_sq
      | ring
```

Write $k^2=k\cdot k=(E_k-m)(E_k+m)$. The upper half of $H(k)u_s(k)$ is
$$[m(E_k+m)+k^2]\chi_s=E_k(E_k+m)\chi_s,$$
and the lower half is $(E_k+m-m)(\sigma\cdot k)\chi_s=E_k(\sigma\cdot k)\chi_s$. So $Hu_s=E_ku_s$. The inner products are
$$u_s^\dagger u_t=[(E_k+m)^2+k^2]\delta_{st}=2E_k(E_k+m)\delta_{st}.$$
For $m>0$ this squared norm is positive, so the spinors are nonzero and hence eigenvectors with energy $E_k$. Lean checks each component, with `linear_combination` supplying the dispersion relation and $i^2=-1$.

The `star` is the complex conjugation in $u^\dagger$. Lean's `⬝ᵥ` does not conjugate, so without it the statement would still be accepted as meaningful, but $u_0$ with itself would give $(E_k+m)^2+k_2^2+(k_0+ik_1)^2$, which is not the squared norm when $k_1\neq0$.

## From the trace to the spin sum

```lean
/-- For positive mass, `E E' tr Λ(k)Λ(q) = E E' + k·q + m²`. -/
theorem trace_projector_mul {m : ℝ} (hm : 0 < m) (k q : Fin 3 → ℝ) :
    ((energy m k * energy m q : ℝ) : ℂ) * (projector m k * projector m q).trace =
      ((energy m k * energy m q + (k ⬝ᵥ q + m ^ 2) : ℝ) : ℂ) := by
  have hk : (energy m k : ℂ) ≠ 0 := by exact_mod_cast (energy_pos hm k).ne'
  have hq : (energy m q : ℂ) ≠ 0 := by exact_mod_cast (energy_pos hm q).ne'
  -- the Hamiltonian is traceless, and a product of two has trace 4(k·q + m²)
  have h1 : ∀ p, (hamiltonian m p).trace = 0 := by
    intro p
    rw [hamiltonian_eq]
    simp [Matrix.trace, Fin.sum_univ_four]
  have h2 : (hamiltonian m k * hamiltonian m q).trace = 4 * ((k ⬝ᵥ q : ℝ) + (m : ℂ) ^ 2) := by
    rw [hamiltonian_eq, hamiltonian_eq]
    simp [Matrix.trace, Fin.sum_univ_four, dotProduct, Fin.sum_univ_three]
    linear_combination (-4 * (k 1 : ℂ) * q 1) * Complex.I_sq
  have h3 : (projector m k * projector m q).trace =
      1 + ((k ⬝ᵥ q : ℝ) + (m : ℂ) ^ 2) / (energy m k * energy m q) := by
    simp only [projector, Matrix.smul_mul, Matrix.mul_smul, add_mul, mul_add, one_mul, mul_one,
      Matrix.trace_add, Matrix.trace_smul, Matrix.trace_one, h1, h2, smul_eq_mul,
      Fintype.card_fin]
    push_cast
    ring
  rw [h3]
  push_cast
  field_simp
```

The matrices $\alpha_x,\alpha_y,\alpha_z,\beta$ are traceless, square to one and anticommute. Hence $\operatorname{tr}H(k)=0$ and $\operatorname{tr}H(k)H(q)=4(k\cdot q+m^2)$, which are `h1` and `h2`. Expanding the product of projectors gives `h3`:
$$\operatorname{tr}\Lambda(k)\Lambda(q)=\tfrac14\left[4+\frac{4(k\cdot q+m^2)}{E_kE_q}\right].$$
The theorem states this multiplied by $E_kE_q$.

```lean
/-- For positive mass, the squared amplitudes between the free spinors at `k` and `q`, summed
over both spins, give the overlap times the squared norms `2E(E + m)` and `2E'(E' + m)`. -/
theorem spin_sum_eq_overlap {m : ℝ} (hm : 0 < m) (k q : Fin 3 → ℝ) :
    ∑ s, ∑ t, Complex.normSq (star (spinor m k s) ⬝ᵥ spinor m q t) =
      (2 * energy m k * (energy m k + m)) * (2 * energy m q * (energy m q + m)) *
        overlap m k q := by
  have hp := congrArg Complex.re (trace_projector_mul hm k q)
  rw [Complex.re_ofReal_mul, Complex.ofReal_re, ← overlap] at hp
  simp only [dotProduct, Fin.sum_univ_three] at hp
  simp [spinor, dotProduct, Fin.sum_univ_two, Fin.sum_univ_four, Complex.normSq_apply]
  linear_combination (-2 * (q 0 ^ 2 + q 1 ^ 2 + q 2 ^ 2)) * energy_sq m k
    - 2 * (energy m k ^ 2 - m ^ 2) * energy_sq m q
    - 4 * (energy m k + m) * (energy m q + m) * hp
```

Set $a=E_k+m$ and $b=E_q+m$. The amplitudes $u_s(k)^\dagger u_t(q)$ are the entries of
$$ab+(\sigma\cdot k)(\sigma\cdot q)=(ab+k\cdot q)+i\sigma\cdot(k\times q).$$
Their squared moduli sum to
$$2[(ab+k\cdot q)^2+|k\times q|^2]=2[a^2b^2+2ab\,k\cdot q+k^2q^2].$$
With $k^2=a(E_k-m)$ and $q^2=b(E_q-m)$ this becomes $4ab(E_kE_q+k\cdot q+m^2)$. Dividing by the squared norms $2E_ka$ and $2E_qb$ leaves the trace. For normalised spinors the spin sum therefore is `overlap`. Lean combines the two dispersion relations with the trace formula in the same way.

## Bounds on the overlap

```lean
/-- For two momenta on the same mass shell with `m > 0`, `k·q + m² ≤ E E'`, with equality
exactly when `k = q`. -/
theorem mass_shell_le {m : ℝ} (hm : 0 < m) (k q : Fin 3 → ℝ) :
    k ⬝ᵥ q + m ^ 2 ≤ energy m k * energy m q ∧
    (k ⬝ᵥ q + m ^ 2 = energy m k * energy m q ↔ k = q) := by
  have hpos := mul_pos (energy_pos hm k) (energy_pos hm q)
  -- the difference of squares is |k × q|² + m²|k - q|²
  have key : (energy m k * energy m q) ^ 2 - (k ⬝ᵥ q + m ^ 2) ^ 2 =
      (k 0 * q 1 - k 1 * q 0) ^ 2 + (k 1 * q 2 - k 2 * q 1) ^ 2 + (k 2 * q 0 - k 0 * q 2) ^ 2
        + m ^ 2 * ((k 0 - q 0) ^ 2 + (k 1 - q 1) ^ 2 + (k 2 - q 2) ^ 2) := by
    rw [mul_pow, energy_sq, energy_sq]
    simp only [dotProduct, Fin.sum_univ_three]
    ring
  refine ⟨?_, ?_, ?_⟩
  · have hs : 0 ≤ (energy m k * energy m q) ^ 2 - (k ⬝ᵥ q + m ^ 2) ^ 2 := by
      rw [key]
      positivity
    by_contra h
    have h' := not_le.mp h
    nlinarith [mul_pos (sub_pos.2 h') (add_pos (hpos.trans h') hpos)]
  · intro h
    rw [h, sub_self] at key
    have hS : (k 0 - q 0) ^ 2 + (k 1 - q 1) ^ 2 + (k 2 - q 2) ^ 2 ≤ 0 := by
      refine le_of_mul_le_mul_left ?_ (pow_pos hm 2)
      linarith [sq_nonneg (k 0 * q 1 - k 1 * q 0), sq_nonneg (k 1 * q 2 - k 2 * q 1),
        sq_nonneg (k 2 * q 0 - k 0 * q 2)]
    have hz : ∀ x : ℝ, x ^ 2 ≤ 0 → x = 0 := fun x hx =>
      pow_eq_zero_iff two_ne_zero |>.1 (le_antisymm hx (sq_nonneg x))
    have a := sq_nonneg (k 0 - q 0)
    have b := sq_nonneg (k 1 - q 1)
    have c := sq_nonneg (k 2 - q 2)
    have h0 : k 0 = q 0 := sub_eq_zero.1 (hz _ (by linarith))
    have h1 : k 1 = q 1 := sub_eq_zero.1 (hz _ (by linarith))
    have h2 : k 2 = q 2 := sub_eq_zero.1 (hz _ (by linarith))
    funext i
    fin_cases i
    exacts [h0, h1, h2]
  · rintro rfl
    rw [← sq, energy_sq]
    simp only [dotProduct, Fin.sum_univ_three]
    ring
```

Expanding the squares gives the identity `key`:
$$(E_kE_q)^2-(k\cdot q+m^2)^2=|k\times q|^2+m^2|k-q|^2\ge0.$$
As $E_kE_q>0$, it follows that $k\cdot q+m^2\le E_kE_q$. Equality forces $m^2|k-q|^2=0$, so $k=q$; conversely, $k=q$ makes both sides $E_k^2$. The three bullets prove the bound and the two directions of the equivalence `↔`.

```lean
/-- For positive mass the overlap is at least `2m²/(E E')`, and this value is reached exactly
for opposite momenta. -/
theorem overlap_lower_bound {m : ℝ} (hm : 0 < m) (k q : Fin 3 → ℝ) :
    2 * m ^ 2 / (energy m k * energy m q) ≤ overlap m k q ∧
    (overlap m k q = 2 * m ^ 2 / (energy m k * energy m q) ↔ k = -q) := by
  have hpos := mul_pos (energy_pos hm k) (energy_pos hm q)
  have hp := congrArg Complex.re (trace_projector_mul hm k q)
  rw [Complex.re_ofReal_mul, Complex.ofReal_re, ← overlap] at hp
  -- apply the mass-shell inequality to k and -q
  have hneg : energy m (-q) = energy m q := by simp [energy]
  obtain ⟨hle, hiff⟩ := mass_shell_le hm k (-q)
  rw [hneg, dotProduct_neg] at hle hiff
  rw [div_le_iff₀ hpos, eq_div_iff hpos.ne', ← hiff]
  refine ⟨by linarith, fun h => by linarith, fun h => by linarith⟩
```

Apply the previous inequality to $k$ and $-q$, with $E_{-q}=E_q$. It gives $m^2-k\cdot q\le E_kE_q$, hence $E_kE_q+k\cdot q+m^2\ge2m^2$. Division by $E_kE_q$ yields the lower bound, and the equality case becomes $k=-q$.

```lean
/-- For positive mass, `tr Λ(k)Λ(q) = 1 + (k·q + m²)/(E E')`. This spin-summed overlap lies
in `(0, 2]` and equals `2` exactly when `k = q`. -/
theorem spin_summed_overlap {m : ℝ} (hm : 0 < m) (k q : Fin 3 → ℝ) :
    (projector m k * projector m q).trace =
      ((1 + (k ⬝ᵥ q + m ^ 2) / (energy m k * energy m q) : ℝ) : ℂ) ∧
    0 < overlap m k q ∧ overlap m k q ≤ 2 ∧ (overlap m k q = 2 ↔ k = q) := by
  have hpos := mul_pos (energy_pos hm k) (energy_pos hm q)
  have ht := trace_projector_mul hm k q
  have hp := congrArg Complex.re ht
  rw [Complex.re_ofReal_mul, Complex.ofReal_re, ← overlap] at hp
  obtain ⟨hle, hiff⟩ := mass_shell_le hm k q
  refine ⟨?_, ?_, ?_, ?_⟩
  · have hne : ((energy m k * energy m q : ℝ) : ℂ) ≠ 0 := by exact_mod_cast hpos.ne'
    apply mul_left_cancel₀ hne
    rw [ht, ← Complex.ofReal_mul, mul_add, mul_one, mul_div_assoc', mul_comm _ (k ⬝ᵥ q + m ^ 2),
      mul_div_assoc, div_self hpos.ne', mul_one]
  · exact lt_of_lt_of_le (by positivity) (overlap_lower_bound hm k q).1
  · exact le_of_mul_le_mul_left (by linarith) hpos
  · rw [← hiff]
    constructor
    · intro h
      rw [h] at hp
      linarith
    · intro h
      exact mul_left_cancel₀ hpos.ne' (by linarith)

end

end DiracGasOverlap
```

For every $m>0$ and all real $k,q$,
$$\operatorname{tr}\Lambda(k)\Lambda(q)=1+\frac{k\cdot q+m^2}{E_kE_q}.$$
The overlap is positive, at most 2, and equal to 2 exactly when $k=q$. The four bullets divide the trace formula by $E_kE_q$, use the positive lower bound $2m^2/(E_kE_q)$, and take the upper bound and its equality case from the mass-shell inequality.

The mass matters. At $m=0$, the momenta $k=(1,0,0)$ and $q=(2,0,0)$ have overlap $1+2/2=2$ although they differ, and $k=(1,0,0)$ with $q=(-1,0,0)$ has overlap $0$.

In the exchange energy of an unpolarised relativistic electron gas built from these non-interacting spinors, the formula is the spin factor of the Coulomb term. The transverse (Breit) interaction brings in other matrix elements, which are not treated here.

```lean
#print axioms DiracGasOverlap.spinor_spec
#print axioms DiracGasOverlap.spin_sum_eq_overlap
#print axioms DiracGasOverlap.spin_summed_overlap
```

```
'DiracGasOverlap.spinor_spec' depends on axioms: [propext, Classical.choice, Quot.sound]
'DiracGasOverlap.spin_sum_eq_overlap' depends on axioms: [propext, Classical.choice, Quot.sound]
'DiracGasOverlap.spin_summed_overlap' depends on axioms: [propext, Classical.choice, Quot.sound]
```
